# In a p-hole model with a < 0, |Ω| = 3/2 is the sole ground level exactly when Π lies below Σ

Take a halogen atom, a p hole with spin 1/2, with no partner nearby. For spin-orbit constant a < 0, its levels are a/2 and −a. The lower one contains both |Ω| = 3/2 and |Ω| = 1/2 states. A closed-shell partner on the axis now places the Π state at energy D relative to Σ. The Ω = 3/2 state is pure Π and shifts by D; its Ω = 1/2 companion is only one third Π and shifts, to first order, by D/3. Negative D therefore puts Ω = 3/2 lowest, and positive D puts it above its companion. The same ordering holds for every nonzero D.

## From six product states to the level order

Π states have orbital projection Λ = ±1 and Σ states have Λ = 0. By custom Σ also denotes the spin projection, as in the product states |Λ, Σ⟩ and in Ω = Λ + Σ. With ħ = 1,

H = D Lz² + a[Lz Sz + (L₊S₋ + L₋S₊)/2].

On |1, 1/2⟩ both ladder terms vanish, leaving the energy

T = D + a/2.

On |1, −1/2⟩ the diagonal term is D − a/2, and L₋S₊/2 gives (√2/2)|0, 1/2⟩. The latter state has diagonal energy 0, so the Ω = 1/2 matrix is

[[D − a/2, a/√2], [a/√2, 0]].

Reversing all projections gives the same results for negative Ω. The secular equation and its roots are

E² − (D − a/2)E − a²/2 = 0,

E± = (D − a/2 ± √R)/2, R = (D − a/2)² + 2a².

The left side of the secular equation is (E − E₋)(E − E₊). At E = T it becomes

(E₋ − T)(E₊ − T) = (D + a/2)a − a²/2 = aD.

The upper distance is E₊ − T = (√R − (D + 3a/2))/2. Now let a < 0. For D ≤ 0 the subtracted bracket is negative. For D > 0,

R − (D + 3a/2)² = −4aD > 0.

So E₊ > T in both cases, and E₋ − T has the sign of aD, opposite to that of D.

For a = −4 and D = −4, T = −6 and the Ω = 1/2 levels are −4 and 2: the distances 2 and 8 multiply to 16 = aD. For a = −4 and D = 5, T = 3 lies between −1 and 8, and (−4)·5 = −20 = aD.

The splitting E₋ − T = (−D − 3a/2 − √R)/2 is also bounded from above. For nonzero a and D,

R − (−D + a/2)² = 2a² > 0,
R − (D/3 − 3a/2)² = 8D²/9 > 0.

Hence √R exceeds both brackets, which gives E₋ − T < −a and E₋ − T < −2D/3.

## The Hamiltonian as a matrix

In Lean 4 with Mathlib:

```lean
import Mathlib

open Matrix
open scoped Kronecker

namespace HalogenComplexSpinOrbit

noncomputable section
```

Orbital indices 0, 1, 2 mean Λ = 1, 0, −1; spin indices 0, 1 mean Σ = 1/2, −1/2.

```lean
/-- The axial orbital angular momentum of a p shell, in the basis `Λ = 1, 0, -1`. -/
def Lz : Matrix (Fin 3) (Fin 3) ℝ := !![1, 0, 0; 0, 0, 0; 0, 0, -1]

/-- The orbital raising operator of a p shell, in the basis `Λ = 1, 0, -1`. -/
def Lplus : Matrix (Fin 3) (Fin 3) ℝ := !![0, √2, 0; 0, 0, √2; 0, 0, 0]

/-- The axial component of a spin 1/2, in the basis `Σ = 1/2, -1/2`. -/
def Sz : Matrix (Fin 2) (Fin 2) ℝ := !![1 / 2, 0; 0, -1 / 2]

/-- The raising operator of a spin 1/2, in the basis `Σ = 1/2, -1/2`. -/
def Splus : Matrix (Fin 2) (Fin 2) ℝ := !![0, 1; 0, 0]
```

The matrices are real, so transposes serve as lowering operators. The Kronecker product `⊗ₖ` combines orbital and spin factors.

```lean
/-- The Hamiltonian `D Lz² + a L·S`: the Pi state lies at `D` and the Sigma state at zero
before spin-orbit coupling of strength `a` acts. -/
def hamiltonian (D a : ℝ) : Matrix (Fin 3 × Fin 2) (Fin 3 × Fin 2) ℝ :=
  D • ((Lz * Lz) ⊗ₖ (1 : Matrix (Fin 2) (Fin 2) ℝ)) +
    a • (Lz ⊗ₖ Sz + (1 / 2 : ℝ) • (Lplus ⊗ₖ Splusᵀ + Lplusᵀ ⊗ₖ Splus))
```

Both parameters are arbitrary reals: `D` stands for the partner's axial field and `a` for the atomic spin-orbit strength, negative for a hole. The model fixes one linear geometry and omits rotation, vibration and other electronic states.

```lean
/-- The product state with orbital label `i` (`Λ = 1, 0, -1`) and spin label `j`
(`Σ = 1/2, -1/2`). -/
def ket (i : Fin 3) (j : Fin 2) : Fin 3 × Fin 2 → ℝ :=
  fun p => if p.1 = i ∧ p.2 = j then 1 else 0
```

T, the matrix, E₋ and E₊ become the next four definitions.

```lean
/-- The energy `D + a/2` of the `Ω = 3/2` state. -/
def threeHalves (D a : ℝ) : ℝ := D + a / 2

/-- The `Ω = 1/2` matrix, in which spin-orbit coupling mixes the Pi and Sigma states. -/
def halfBlock (D a : ℝ) : Matrix (Fin 2) (Fin 2) ℝ :=
  !![D - a / 2, a / √2; a / √2, 0]

/-- The lower `Ω = 1/2` level. -/
def lower (D a : ℝ) : ℝ := (D - a / 2 - √((D - a / 2) ^ 2 + 2 * a ^ 2)) / 2

/-- The upper `Ω = 1/2` level. -/
def upper (D a : ℝ) : ℝ := (D - a / 2 + √((D - a / 2) ^ 2 + 2 * a ^ 2)) / 2
```

## The blocks and their eigenvalues

The stretched states are checked component by component: `fin_cases` lists the six components, and `simp` and `ring` evaluate them.

```lean
/-- The two states with orbital and spin projections fully aligned, `Ω = 3/2` and `Ω = -3/2`,
are eigenstates of the Hamiltonian with energy `D + a/2`. -/
theorem hamiltonian_threeHalves (D a : ℝ) :
    hamiltonian D a *ᵥ ket 0 0 = threeHalves D a • ket 0 0 ∧
      hamiltonian D a *ᵥ ket 2 1 = threeHalves D a • ket 2 1 := by
  constructor <;> ext ⟨i, j⟩ <;> fin_cases i <;> fin_cases j <;>
    simp [-mul_eq_mul_left_iff, -mul_eq_mul_right_iff, hamiltonian, threeHalves, Lz, Lplus,
      Sz, Splus, ket, Matrix.mulVec, dotProduct, Fintype.sum_prod_type,
      Fin.sum_univ_two, Matrix.one_apply] <;> ring
```

In the next theorem `x` is the Π amplitude and `y` the Σ amplitude. The step `hc` reconciles a/√2 with the ladder operators' a√2/2.

```lean
/-- On the Pi and Sigma states with `Ω = 1/2`, and likewise on those with `Ω = -1/2`, the
Hamiltonian acts as the two-by-two matrix `halfBlock`. -/
theorem hamiltonian_half (D a x y : ℝ) :
    hamiltonian D a *ᵥ (x • ket 0 1 + y • ket 1 0) =
        (halfBlock D a *ᵥ ![x, y]) 0 • ket 0 1 + (halfBlock D a *ᵥ ![x, y]) 1 • ket 1 0 ∧
      hamiltonian D a *ᵥ (x • ket 2 0 + y • ket 1 1) =
        (halfBlock D a *ᵥ ![x, y]) 0 • ket 2 0 + (halfBlock D a *ᵥ ![x, y]) 1 • ket 1 1 := by
  -- the ladder operators give the coupling in the form a √2 / 2
  have hc : a / √2 = a * √2 / 2 := by
    have h2 : √2 * √2 = (2 : ℝ) := Real.mul_self_sqrt (by norm_num)
    rw [div_eq_div_iff (by positivity) (by norm_num)]
    linear_combination (-a) * h2
  simp only [halfBlock, hc]
  constructor <;> ext ⟨i, j⟩ <;> fin_cases i <;> fin_cases j <;>
    simp [-mul_eq_mul_left_iff, -mul_eq_mul_right_iff, hamiltonian, Lz, Lplus,
      Sz, Splus, ket, Matrix.mulVec, dotProduct, Fintype.sum_prod_type, Fin.sum_univ_three,
      Fin.sum_univ_two, Matrix.one_apply] <;> ring
```

The determinant is expanded and matched to the factorised form using (√R)² = R.

```lean
/-- The secular determinant of the `Ω = 1/2` matrix factorises over the two levels. -/
theorem secular (D a E : ℝ) :
    (halfBlock D a - E • (1 : Matrix (Fin 2) (Fin 2) ℝ)).det =
      (E - lower D a) * (E - upper D a) := by
  have hs := Real.sq_sqrt (show 0 ≤ (D - a / 2) ^ 2 + 2 * a ^ 2 by positivity)
  have h2 : (a / √2) ^ 2 = a ^ 2 / 2 := by
    rw [div_pow, Real.sq_sqrt (by norm_num)]
  have hd : (halfBlock D a - E • (1 : Matrix (Fin 2) (Fin 2) ℝ)).det =
      (D - a / 2 - E) * (-E) - (a / √2) ^ 2 := by
    rw [Matrix.det_fin_two]
    simp [halfBlock]
    ring
  rw [hd, h2]
  unfold lower upper
  linear_combination (1 / 4) * hs
```

A nonzero eigenvector exists exactly when this determinant vanishes, so the two roots are all the eigenvalues of the block.

```lean
/-- The eigenvalues of the `Ω = 1/2` matrix are exactly the lower and the upper level. -/
theorem eigenvalue_iff (D a E : ℝ) :
    (∃ v : Fin 2 → ℝ, v ≠ 0 ∧ halfBlock D a *ᵥ v = E • v) ↔
      E = lower D a ∨ E = upper D a := by
  have h := Matrix.exists_mulVec_eq_zero_iff
    (M := halfBlock D a - E • (1 : Matrix (Fin 2) (Fin 2) ℝ))
  rw [secular, mul_eq_zero, sub_eq_zero, sub_eq_zero] at h
  rw [← h]
  simp only [Matrix.sub_mulVec, Matrix.smul_mulVec, Matrix.one_mulVec, sub_eq_zero]
```

## Level order, atomic limit and splitting

The product identity again needs only (√R)² = R.

```lean
/-- The distances of the two `Ω = 1/2` levels from the `Ω = 3/2` energy, taken with sign,
have the product `a D`. -/
theorem distance_product (D a : ℝ) :
    (lower D a - threeHalves D a) * (upper D a - threeHalves D a) = a * D := by
  have hs := Real.sq_sqrt (show 0 ≤ (D - a / 2) ^ 2 + 2 * a ^ 2 by positivity)
  unfold lower upper threeHalves
  linear_combination (-1 / 4) * hs
```

In the main theorem, `hr` is the bound on √R, split by the sign of `D`, and `hu` is E₊ > T. Each of the four remaining implications is proved by contradiction: `nlinarith` compares the sign of the product of distances with that of aD.

```lean
/-- For `a < 0` the `Ω = 3/2` energy is below the upper `Ω = 1/2` level; it is below the lower
one exactly when Pi lies below Sigma (`D < 0`), and above it exactly when `D > 0`. -/
theorem ground_omega {D a : ℝ} (ha : a < 0) :
    threeHalves D a < upper D a ∧
      (threeHalves D a < lower D a ↔ D < 0) ∧
      (lower D a < threeHalves D a ↔ 0 < D) := by
  have hr : D + 3 * a / 2 < √((D - a / 2) ^ 2 + 2 * a ^ 2) := by
    rcases le_or_gt D 0 with hD | hD
    · linarith [Real.sqrt_nonneg ((D - a / 2) ^ 2 + 2 * a ^ 2)]
    · apply Real.lt_sqrt_of_sq_lt
      nlinarith [mul_pos hD (neg_pos.2 ha)]
  have hu : threeHalves D a < upper D a := by
    unfold threeHalves upper
    linarith
  have hu' := sub_pos.2 hu
  have hp := distance_product D a
  -- the upper distance is positive, so the lower one has the sign of a D
  refine ⟨hu, ⟨fun h => ?_, fun h => ?_⟩, ⟨fun h => ?_, fun h => ?_⟩⟩
  · by_contra hD
    nlinarith [mul_pos (sub_pos.2 h) hu', mul_nonneg (not_lt.1 hD) (neg_pos.2 ha).le]
  · by_contra hl
    nlinarith [mul_nonneg (sub_nonneg.2 (not_lt.1 hl)) hu'.le, mul_pos_of_neg_of_neg ha h]
  · by_contra hD
    nlinarith [mul_pos (sub_pos.2 h) hu', mul_nonneg_of_nonpos_of_nonpos ha.le (not_lt.1 hD)]
  · by_contra hl
    nlinarith [mul_nonneg (sub_nonneg.2 (not_lt.1 hl)) hu'.le, mul_pos h (neg_pos.2 ha)]
```

Within this single-geometry p-shell model, the order of the computed spin-free Π and Σ energies thus settles the ground |Ω|, whatever the size of a < 0.

At D = 0, √R = −3a/2 gives the atomic levels.

```lean
/-- Without a Pi-Sigma splitting and for `a < 0`, the two `Ω = 1/2` levels are
`a/2` and `-a`. -/
theorem atomic_limit {a : ℝ} (ha : a < 0) : lower 0 a = a / 2 ∧ upper 0 a = -a := by
  have hr : √((0 - a / 2) ^ 2 + 2 * a ^ 2) = -(3 * a / 2) := by
    rw [show (0 - a / 2) ^ 2 + 2 * a ^ 2 = (-(3 * a / 2)) ^ 2 by ring]
    exact Real.sqrt_sq (by linarith)
  unfold lower upper
  rw [hr]
  constructor <;> ring
```

The last theorem needs no sign for `a`. When a and D are both negative, it bounds the gap above the Ω = 3/2 ground level by |a| and by 2|D|/3. `h1` and `h2` are the two square comparisons made above.

```lean
/-- For nonzero `a` and `D`, the lower `Ω = 1/2` level minus the `Ω = 3/2` energy is less than
`-a` and less than `-2D/3`. -/
theorem splitting_lt {D a : ℝ} (ha : a ≠ 0) (hD : D ≠ 0) :
    lower D a - threeHalves D a < -a ∧
      lower D a - threeHalves D a < -(2 * D / 3) := by
  have ha2 : 0 < a ^ 2 := by positivity
  have hD2 : 0 < D ^ 2 := by positivity
  -- two lower bounds on the square root, each checked by squaring
  have h1 : -D + a / 2 < √((D - a / 2) ^ 2 + 2 * a ^ 2) := by
    apply Real.lt_sqrt_of_sq_lt
    nlinarith
  have h2 : D / 3 - 3 * a / 2 < √((D - a / 2) ^ 2 + 2 * a ^ 2) := by
    apply Real.lt_sqrt_of_sq_lt
    nlinarith
  unfold lower threeHalves
  constructor <;> linarith

end

end HalogenComplexSpinOrbit
```

```lean
#print axioms HalogenComplexSpinOrbit.eigenvalue_iff
#print axioms HalogenComplexSpinOrbit.ground_omega
#print axioms HalogenComplexSpinOrbit.atomic_limit
#print axioms HalogenComplexSpinOrbit.splitting_lt
```

```
'HalogenComplexSpinOrbit.eigenvalue_iff' depends on axioms: [propext, Classical.choice, Quot.sound]
'HalogenComplexSpinOrbit.ground_omega' depends on axioms: [propext, Classical.choice, Quot.sound]
'HalogenComplexSpinOrbit.atomic_limit' depends on axioms: [propext, Classical.choice, Quot.sound]
'HalogenComplexSpinOrbit.splitting_lt' depends on axioms: [propext, Classical.choice, Quot.sound]
```
